# The angular momentum of a cell obeying M h″ = −grad U is conserved when U is differentiable and rotation invariant

Before I can say that a simulation cell feels the force $-\operatorname{grad}U(h)$, I have to choose what a gradient with respect to a matrix is. I take it to be the matrix of partial derivatives $\partial U/\partial h_{ik}$, where $h_{ik}$ is Cartesian component $i$ of lattice vector $k$. Suppose the cell $h(t)$ is twice differentiable and obeys $M h''=-\operatorname{grad}U(h)$ with $M>0$, and the differentiable energy satisfies $U(Qh)=U(h)$ for every rotation $Q$. Then the skew matrix $h'h^T-h\,h'^T$ should be constant in time. Can this be made rigorous, with a proof that a machine has checked?

## From rotation invariance to zero torque

Yes. With your choice of gradient, write $G_{ik}=\partial U/\partial h_{ik}$. The first-order energy change under a deformation $K$ of the cell is then $\sum_{a,k}G_{ak}K_{ak}$. Define

$$L=h'h^T-h\,h'^T,\qquad T=hG^T-Gh^T .$$

$L$ is the angular momentum per unit cell mass and $T$ is the torque. In three dimensions $L_{12}=-\big(\sum_k v_k\times v_k'\big)_3$, with $v_k$ the lattice vectors, so the sign is opposite to the usual cross product.

**The rotations.** For distinct axes $i,j$ let $W$ have $W_{ij}=1$, $W_{ji}=-1$ and zeros elsewhere. Then $W^T=-W$ and $W^3=-W$. Put

$$R(\theta)=1+\sin\theta\,W+(1-\cos\theta)W^2 .$$

With $s=\sin\theta$ and $c=1-\cos\theta$, and using $W^4=-W^2$,

$$R^TR=(1-sW+cW^2)(1+sW+cW^2)=1+(2c-c^2-s^2)W^2=1,$$

because $2c-c^2=1-\cos^2\theta=s^2$. The same multiplication with the double-angle formulas gives $R(\theta)=R(\theta/2)^2$. Hence $\det R(\theta)=(\det R(\theta/2))^2=\det\big(R(\theta/2)^TR(\theta/2)\big)=1$.

**The torque.** Invariance makes $U(R(\theta)h)$ independent of $\theta$. Since $R(0)=1$ and $R'(0)=W$, the chain rule at $\theta=0$ gives

$$0=\sum_{a,k}G_{ak}(Wh)_{ak}=\sum_k\big(G_{ik}h_{jk}-G_{jk}h_{ik}\big)=-T_{ij}.$$

The diagonal components vanish because $T$ is skew, so $T=0$.

**The time derivative.** Differentiate $L_{ij}=\sum_k(h'_{ik}h_{jk}-h_{ik}h'_{jk})$. The products of two velocities cancel, and Newton's equation $h''=-G/M$ leaves

$$L'_{ij}=\sum_k\big(h''_{ik}h_{jk}-h_{ik}h''_{jk}\big)=\frac1M\sum_k\big(h_{ik}G_{jk}-G_{ik}h_{jk}\big)=\frac{T_{ij}}{M}.$$

With $T=0$ every component of $L$ has zero derivative at all times, so $L$ is constant.

## A stretched cell with numbers, and a shear load that breaks the law

Take $M=1$ and $U=\tfrac12\sum_{i,k}h_{ik}^2$, so that $G=h$ and $h''=-h$. One solution is

$$h(t)=\begin{pmatrix}\cos t&\sin t\\0&2\cos t\end{pmatrix},\qquad h'(t)=\begin{pmatrix}-\sin t&\cos t\\0&-2\sin t\end{pmatrix}.$$

Then $L_{12}=\cos t\cdot2\cos t-\sin t\cdot(-2\sin t)=2$ at every time, although the cell itself keeps changing and collapses to zero area at $t=\pi/2$. A real simulation cell could not pass through such a state, so this quadratic energy only serves to check the algebra.

Now drop rotation invariance. Keep $M=1$, let $U=h_{12}$, a load along fixed laboratory axes, and start at rest from $h(0)=1$. The only nonzero force component is $-1$ on $h_{12}$, so

$$h(t)=\begin{pmatrix}1&-t^2/2\\0&1\end{pmatrix},\qquad L_{12}=h'_{12}h_{22}=-t .$$

The energy is differentiable and the equation of motion holds, yet $L$ drifts. These two examples are worked by hand and do not appear in the Lean code.

## What the Lean theorem says about the cell

The main theorem, `angularMomentum_conserved`, reads: if $M>0$, $U$ is differentiable and rotation invariant, and $h$ is a trajectory, then $L(s)=L(t)$ for any two times $s$ and $t$.

- The cell is a real matrix of type `Matrix n m ℝ` with finite index types: `n` labels Cartesian axes and `m` labels lattice vectors. The matrix need not be square or invertible. With a single axis the statement is true but trivial, since $L=0$.
- `energyGradient` reads $G$ off the Fréchet derivative of $U$.
- `RotationInvariant` asks for $U(Qh)=U(h)$ only when $Q^TQ=1$ and $\det Q=1$. Reflections are not required, and $Q$ acts from the left because lattice vectors are columns.
- `IsTrajectory` says that $h$ and its velocity are differentiable and that Newton's equation holds at every real time. The existence of such a trajectory is assumed.
- `M` is a single scalar, the fictitious inertia assigned to the cell, which sets how fast the cell responds to a given force.

The energy depends on the cell alone: there are no moving atoms, thermostat or friction. $U$ must also be differentiable on all matrices, including singular ones, which excludes energies that diverge as the cell collapses. The derivation by hand uses differentiability only at the cells that the trajectory visits, so it also covers such energies as long as the cell never collapses.

For variable-cell simulation, this gives a diagnostic within the cell-only, scalar-mass model: a drift in $L$ points to integration error, a faulty force or an energy that is not rotation invariant.

```lean
import Mathlib

open Matrix

namespace VariableCellDynamics

noncomputable section

attribute [local instance] Matrix.normedAddCommGroup Matrix.normedSpace

variable {n m : Type*} [Fintype n] [DecidableEq n] [Fintype m] [DecidableEq m]

/-- The component `h i k` of a cell matrix, as a continuous linear functional. -/
def entry (i : n) (k : m) : Matrix n m ℝ →L[ℝ] ℝ :=
  LinearMap.toContinuousLinearMap (Matrix.entryLinearMap ℝ ℝ i k)

/-- The gradient of the cell energy: the matrix of partial derivatives `∂U/∂h i k` where `U` is
differentiable, and zero where it is not. -/
def energyGradient (U : Matrix n m ℝ → ℝ) (h : Matrix n m ℝ) : Matrix n m ℝ :=
  Matrix.of fun i k => fderiv ℝ U h (Matrix.single i k 1)

/-- The energy does not change when the cell is rotated rigidly. -/
def RotationInvariant (U : Matrix n m ℝ → ℝ) : Prop :=
  ∀ Q : Matrix n n ℝ, Qᵀ * Q = 1 → Q.det = 1 → ∀ h, U (Q * h) = U h

/-- A twice differentiable cell obeying `M h'' = -grad U(h)`. -/
structure IsTrajectory (M : ℝ) (U : Matrix n m ℝ → ℝ) (h : ℝ → Matrix n m ℝ) : Prop where
  diff : Differentiable ℝ h
  diff_vel : Differentiable ℝ (deriv h)
  newton : ∀ t, M • deriv (deriv h) t = -energyGradient U (h t)

/-- The cell angular momentum `h' hᵀ - h h'ᵀ`, per unit cell mass. -/
def angularMomentum (h : ℝ → Matrix n m ℝ) (t : ℝ) : Matrix n n ℝ :=
  deriv h t * (h t)ᵀ - h t * (deriv h t)ᵀ

/-- The torque `h Gᵀ - G hᵀ` on the cell, where `G` is the energy gradient. -/
def torque (U : Matrix n m ℝ → ℝ) (h : Matrix n m ℝ) : Matrix n n ℝ :=
  h * (energyGradient U h)ᵀ - energyGradient U h * hᵀ

/-- For distinct axes `i` and `j`, the generator of rotations in their plane; zero if `i = j`. -/
def generator (i j : n) : Matrix n n ℝ := Matrix.single i j 1 - Matrix.single j i 1

/-- For distinct axes `i` and `j`, the rotation by the angle `θ` in their plane, turning axis `j`
towards axis `i`; the identity if `i = j`. -/
def planeRotation (i j : n) (θ : ℝ) : Matrix n n ℝ :=
  1 + Real.sin θ • generator i j + (1 - Real.cos θ) • (generator i j * generator i j)

/-- The derivative `fderiv ℝ U h` applied to a cell deformation `K` is the sum of gradient
components times components of `K`. -/
theorem fderiv_eq_sum (U : Matrix n m ℝ → ℝ) (h K : Matrix n m ℝ) :
    fderiv ℝ U h K = ∑ i, ∑ k, energyGradient U h i k * K i k := by
  conv_lhs => rw [Matrix.matrix_eq_sum_single K]
  simp only [map_sum]
  refine Finset.sum_congr rfl fun i _ => Finset.sum_congr rfl fun k _ => ?_
  have hs : Matrix.single i k (K i k) = K i k • Matrix.single i k (1 : ℝ) := by
    simp [Matrix.smul_single]
  rw [hs, map_smul, smul_eq_mul, mul_comm]
  rfl

/-- For distinct axes, `planeRotation` is orthogonal with determinant one. -/
theorem planeRotation_proper {i j : n} (hij : i ≠ j) (θ : ℝ) :
    (planeRotation i j θ)ᵀ * planeRotation i j θ = 1 ∧ (planeRotation i j θ).det = 1 := by
  have h3 : generator i j * generator i j * generator i j = -generator i j := by
    simp [generator, sub_mul, mul_sub, hij, hij.symm]
    abel
  have hT : (generator i j)ᵀ = -generator i j := by simp [generator]
  -- products of polynomials in the generator reduce to degree two
  have hmul : ∀ a b c d : ℝ,
      (1 + a • generator i j + b • (generator i j * generator i j)) *
        (1 + c • generator i j + d • (generator i j * generator i j)) =
      1 + (a + c - a * d - b * c) • generator i j +
        (b + d + a * c - b * d) • (generator i j * generator i j) := by
    intro a b c d
    generalize generator i j = W at h3
    have h3' : W * (W * W) = -W := by rw [← mul_assoc, h3]
    have h4 : W * W * (W * W) = -(W * W) := by rw [← mul_assoc, h3, neg_mul]
    simp only [mul_add, add_mul, one_mul, mul_one, smul_mul_assoc, mul_smul_comm, h3, h3', h4]
    module
  have horth : ∀ φ, (planeRotation i j φ)ᵀ * planeRotation i j φ = 1 := by
    intro φ
    have ht : (planeRotation i j φ)ᵀ = 1 + (-Real.sin φ) • generator i j +
        (1 - Real.cos φ) • (generator i j * generator i j) := by
      simp [planeRotation, hT]
    have e1 : -Real.sin φ + Real.sin φ - -Real.sin φ * (1 - Real.cos φ)
        - (1 - Real.cos φ) * Real.sin φ = 0 := by ring
    have e2 : (1 - Real.cos φ) + (1 - Real.cos φ) + -Real.sin φ * Real.sin φ
        - (1 - Real.cos φ) * (1 - Real.cos φ) = 0 := by
      linear_combination -Real.sin_sq_add_cos_sq φ
    rw [ht, planeRotation, hmul, e1, e2]
    simp
  refine ⟨horth θ, ?_⟩
  -- a rotation is the square of the rotation by half the angle
  have hhalf : planeRotation i j θ = planeRotation i j (θ / 2) * planeRotation i j (θ / 2) := by
    have hs : Real.sin θ = 2 * Real.sin (θ / 2) * Real.cos (θ / 2) := by
      rw [← Real.sin_two_mul]; congr 1; ring
    have hc : Real.cos θ = 2 * Real.cos (θ / 2) ^ 2 - 1 := by
      rw [← Real.cos_two_mul]; congr 1; ring
    simp only [planeRotation]
    rw [hmul, hs, hc]
    congr 2
    · congr 1; ring
    · linear_combination -Real.sin_sq_add_cos_sq (θ / 2)
  have hd := congrArg Matrix.det (horth (θ / 2))
  rw [Matrix.det_mul, Matrix.det_transpose, Matrix.det_one] at hd
  rw [hhalf, Matrix.det_mul, hd]

/-- A differentiable rotation-invariant energy exerts no torque on the cell. -/
theorem torque_eq_zero {U : Matrix n m ℝ → ℝ} (hU : Differentiable ℝ U)
    (hinv : RotationInvariant U) (h : Matrix n m ℝ) : torque U h = 0 := by
  ext i j
  by_cases hij : i = j
  · subst hij
    simp [torque, Matrix.mul_apply, mul_comm]
  have hcurve : HasDerivAt (fun θ : ℝ => planeRotation i j θ * h) (generator i j * h) 0 := by
    have h1 := (((Real.hasDerivAt_sin 0).smul_const (generator i j * h)).const_add h).add
      (((Real.hasDerivAt_cos 0).const_sub 1).smul_const (generator i j * generator i j * h))
    refine (h1.congr_deriv ?_).congr_of_eventuallyEq (Filter.Eventually.of_forall fun θ => ?_)
    · simp
    · simp [planeRotation, Matrix.add_mul, Matrix.smul_mul]
  have hd : HasFDerivAt U (fderiv ℝ U h) (planeRotation i j 0 * h) := by
    have h0 : planeRotation i j 0 * h = h := by simp [planeRotation]
    rw [h0]
    exact (hU h).hasFDerivAt
  -- the energy is constant along the rotation, so its derivative vanishes
  have h2 : HasDerivAt (fun θ : ℝ => U (planeRotation i j θ * h))
      (fderiv ℝ U h (generator i j * h)) 0 := hd.comp_hasDerivAt 0 hcurve
  have h3 : (fun θ : ℝ => U (planeRotation i j θ * h)) = fun _ => U h := funext fun θ =>
    hinv _ (planeRotation_proper hij θ).1 (planeRotation_proper hij θ).2 h
  rw [h3] at h2
  have h4 := h2.unique (hasDerivAt_const (0 : ℝ) (U h))
  have hW : ∀ a k, (generator i j * h) a k =
      (if i = a then h j k else 0) - (if j = a then h i k else 0) := by
    intro a k
    by_cases h1 : i = a <;> by_cases h2 : j = a <;>
      simp [generator, Matrix.mul_apply, Matrix.single_apply, h1, h2]
  rw [fderiv_eq_sum, Finset.sum_comm] at h4
  simp only [hW, mul_sub, Finset.sum_sub_distrib, mul_ite, mul_zero, Finset.sum_ite_eq,
    Finset.mem_univ, if_true] at h4
  simp only [torque, Matrix.sub_apply, Matrix.mul_apply, Matrix.transpose_apply,
    Matrix.zero_apply, mul_comm (h i _)]
  linarith

/-- Torque balance: each component of the cell angular momentum changes at the rate
torque over mass, for any energy `U`. -/
theorem hasDerivAt_angularMomentum {M : ℝ} (hM : 0 < M) {U : Matrix n m ℝ → ℝ}
    {h : ℝ → Matrix n m ℝ} (ht : IsTrajectory M U h) (i j : n) (t : ℝ) :
    HasDerivAt (fun s => angularMomentum h s i j) (torque U (h t) i j / M) t := by
  have hh : ∀ a k, HasDerivAt (fun s => h s a k) (deriv h t a k) t := fun a k =>
    (entry a k).hasFDerivAt.comp_hasDerivAt t (ht.diff t).hasDerivAt
  have hv : ∀ a k, HasDerivAt (fun s => deriv h s a k) (deriv (deriv h) t a k) t := fun a k =>
    (entry a k).hasFDerivAt.comp_hasDerivAt t (ht.diff_vel t).hasDerivAt
  have ha : ∀ a k, deriv (deriv h) t a k = -energyGradient U (h t) a k / M := by
    intro a k
    have e : M * deriv (deriv h) t a k = -energyGradient U (h t) a k :=
      congrFun (congrFun (ht.newton t) a) k
    rw [eq_div_iff hM.ne', ← e, mul_comm]
  have hsum := HasDerivAt.fun_sum (u := Finset.univ) fun k _ =>
    ((hv i k).fun_mul (hh j k)).fun_sub ((hh i k).fun_mul (hv j k))
  refine (hsum.congr_deriv ?_).congr_of_eventuallyEq (Filter.Eventually.of_forall fun s => ?_)
  · simp only [torque, Matrix.sub_apply, Matrix.mul_apply, Matrix.transpose_apply,
      ← Finset.sum_sub_distrib, Finset.sum_div]
    refine Finset.sum_congr rfl fun k _ => ?_
    rw [ha, ha]
    ring
  · simp [angularMomentum, Matrix.mul_apply, Finset.sum_sub_distrib]

/-- The cell angular momentum is constant in time exactly when the torque vanishes all along
the trajectory. -/
theorem conserved_iff_torque_free {M : ℝ} (hM : 0 < M) {U : Matrix n m ℝ → ℝ}
    {h : ℝ → Matrix n m ℝ} (ht : IsTrajectory M U h) :
    (∀ s t, angularMomentum h s = angularMomentum h t) ↔ ∀ t, torque U (h t) = 0 := by
  constructor
  · intro hc t
    ext i j
    have h1 := hasDerivAt_angularMomentum hM ht i j t
    have h2 : (fun s => angularMomentum h s i j) = fun _ => angularMomentum h t i j :=
      funext fun s => by rw [hc s t]
    rw [h2] at h1
    have h3 := h1.unique (hasDerivAt_const t _)
    simpa [hM.ne'] using h3
  · intro h0 s t
    ext i j
    have hd := hasDerivAt_angularMomentum hM ht i j
    exact is_const_of_deriv_eq_zero (fun r => (hd r).differentiableAt)
      (fun r => by rw [(hd r).deriv, h0 r]; simp) s t

/-- Under a differentiable rotation-invariant energy, the cell angular momentum
`h' hᵀ - h h'ᵀ` is constant in time. -/
theorem angularMomentum_conserved {M : ℝ} (hM : 0 < M) {U : Matrix n m ℝ → ℝ}
    (hU : Differentiable ℝ U) (hinv : RotationInvariant U) {h : ℝ → Matrix n m ℝ}
    (ht : IsTrajectory M U h) (s t : ℝ) : angularMomentum h s = angularMomentum h t :=
  (conserved_iff_torque_free hM ht).2 (fun r => torque_eq_zero hU hinv (h r)) s t

omit [DecidableEq m] [Fintype m] in
/-- An energy that depends on the cell only through the metric tensor `hᵀ h` is rotation
invariant. -/
theorem metric_energy_invariant (F : Matrix m m ℝ → ℝ) :
    RotationInvariant fun h : Matrix n m ℝ => F (hᵀ * h) := by
  intro Q hQ _ h
  have e : (Q * h)ᵀ * (Q * h) = hᵀ * h := by
    rw [Matrix.transpose_mul, Matrix.mul_assoc, ← Matrix.mul_assoc Qᵀ, hQ, Matrix.one_mul]
  simp only [e]

end

end VariableCellDynamics
```

```lean
#print axioms VariableCellDynamics.angularMomentum_conserved
#print axioms VariableCellDynamics.metric_energy_invariant
```

```
'VariableCellDynamics.angularMomentum_conserved' depends on axioms: [propext, Classical.choice, Quot.sound]
'VariableCellDynamics.metric_energy_invariant' depends on axioms: [propext, Classical.choice, Quot.sound]
```

## How the Lean proof follows the derivation

`fderiv_eq_sum` expands a deformation $K$ into single-entry matrices and uses linearity of the derivative, which gives the formula $\sum G_{ik}K_{ik}$.

`planeRotation_proper` shows that $R(\theta)$ is a proper rotation. Its inner statement `hmul` multiplies two quadratic polynomials in $W$ and reduces the result with $W^3=-W$. Orthogonality (`horth`) and the half-angle square (`hhalf`) are both instances of it, completed by trigonometric identities. The determinant then follows from orthogonality at $\theta/2$.

`torque_eq_zero` treats the diagonal first. Off the diagonal, `hcurve` computes the derivative $Wh$ of the rotated cell at $\theta=0$, and `h2` applies the chain rule to the energy. By invariance the same function is constant, so uniqueness of derivatives makes the derivative of $U$ at $h$ in the direction $Wh$ zero. The remaining lines write out the entries of $Wh$ and recognise the torque component.

`hasDerivAt_angularMomentum` is the balance $L'_{ij}=T_{ij}/M$. It differentiates the entries of $h$ and $h'$ through the continuous linear map `entry`, applies the product rule to each term of the sum, and inserts Newton's equation; `ring` cancels the velocity products. This lemma doesn't assume invariance or differentiability of $U$, but Lean sets the derivative to zero where $U$ has none, so $G$ is the physical gradient only where $U$ is differentiable.

`conserved_iff_torque_free` turns the balance into an equivalence: $L$ is constant exactly when the torque vanishes all along the trajectory. In one direction a constant has zero derivative, and $M\neq0$ lets one conclude $T=0$. In the other, a function whose derivative is zero everywhere is constant. The main theorem feeds `torque_eq_zero` into this second direction.

Finally, `metric_energy_invariant` supplies a physically important class of energies. If $U(h)=F(h^Th)$, where $h^Th$ is the metric tensor holding the lengths and angles of the lattice vectors, then $(Qh)^T(Qh)=h^TQ^TQh=h^Th$, and $U$ is rotation invariant for any function $F$. To apply the conservation theorem to such an energy, one still has to know that $U$ is differentiable.
